# For positive moments obeying the triangle inequalities, the Stripp–Kirkwood numerator is positive and at most A + B + C

Q: Take a rigid symmetric top with moments of inertia $1, 1, c$ and rotational constants $A=B=1$, $C=1/c$ in suitable units. The first quantum correction to its classical rotational partition function is proportional to

$$N = 2A+2B+2C-\frac{AB}{C}-\frac{BC}{A}-\frac{CA}{B} = 4-c .$$

That is negative for $c>4$. Why should I believe that the correction always raises the partition function?

A: Because no rigid body has those moments with $c>4$. A moment of inertia can't exceed the sum of the other two, so $c\le 2$ and $N\ge 2$. The upper bound is visible here too: $A+B+C-N = c+1/c-2=(c-1)^2/c$, which is never negative and vanishes only for the spherical top, $c=1$. The general case has the same two ingredients, a triangle inequality for the sign and a sum of squares for the upper bound.

Q: What does the sign of $N$ tell me about a molecule?

A: For a rigid asymmetric top at high temperature, $q \approx q_{\rm cl}\,[1+N/(12\,k_{\rm B}T)]$, with $q_{\rm cl}$ the classical partition function and the constants in energy units. So within the rigid-rotor model the leading correction is positive and at most $(A+B+C)/(12\,k_{\rm B}T)$, which bounds that term when a thermochemistry program uses the classical formula. The expansion is background from statistical mechanics. The Lean code takes the combination $N$ as a definition and proves bounds on it.

```lean
import Mathlib

open Finset

namespace StrippKirkwood

noncomputable section

/-- The rotational constant `k / I` belonging to a nonzero moment of inertia `I`;
the factor `k` fixes the units (`ħ²/2` for energies). -/
def rotConst (k I : ℝ) : ℝ := k / I

/-- The Stripp-Kirkwood numerator of an asymmetric top with nonzero rotational
constants `A`, `B`, `C`. -/
def skNumerator (A B C : ℝ) : ℝ :=
  2 * A + 2 * B + 2 * C - A * B / C - B * C / A - C * A / B
```

Q: There is a `k` in `rotConst`. Is that Boltzmann's constant?

A: No. It is the factor that turns an inverse moment into a rotational constant, $A=k/a$, $B=k/b$, $C=k/c$. For energies it is $\hbar^2/2$, and $k=1$ gives plain reciprocals. The theorems ask only that it be positive. Two other conventions differ from spectroscopic habit: $a,b,c$ are the moments themselves, not axis labels, and no ordering $A\ge B\ge C$ is assumed.

Q: You used the triangle inequality as a fact about bodies. Is it put in as an assumption?

A: It is derived for point masses. Let mass $m_i$ sit at $(r_{i0},r_{i1},r_{i2})$. Its squared distance from axis $j$ is $\sum_l r_{il}^2-r_{ij}^2$, and `moment m r j` is the mass-weighted sum of these, which I call $I_j$.

```lean
/-- The moment of inertia about the coordinate axis `j` of point masses `m i` at the
positions `r i`: each mass times its squared distance from the axis. -/
def moment {ι : Type*} [Fintype ι] (m : ι → ℝ) (r : ι → Fin 3 → ℝ) (j : Fin 3) : ℝ :=
  ∑ i, m i * ((∑ l, r i l ^ 2) - r i j ^ 2)
```

The index type `ι` is finite, so this is a finite collection of nuclei. Written out,

$$I_0=\sum_i m_i(r_{i1}^2+r_{i2}^2),\quad I_1=\sum_i m_i(r_{i0}^2+r_{i2}^2),\quad I_2=\sum_i m_i(r_{i0}^2+r_{i1}^2),$$

and therefore

$$I_1+I_2-I_0 = 2\sum_i m_i r_{i0}^2\ \ge 0 .$$

The other two inequalities follow by permuting the indices.

```lean
/-- For nonnegative masses, no moment of inertia about one of three perpendicular axes
exceeds the sum of the other two. -/
theorem moment_triangle {ι : Type*} [Fintype ι] (m : ι → ℝ) (r : ι → Fin 3 → ℝ)
    (hm : ∀ i, 0 ≤ m i) :
    moment m r 0 ≤ moment m r 1 + moment m r 2 ∧
    moment m r 1 ≤ moment m r 2 + moment m r 0 ∧
    moment m r 2 ≤ moment m r 0 + moment m r 1 := by
  simp only [moment, Fin.sum_univ_three, ← Finset.sum_add_distrib]
  -- the excess in each inequality is twice a sum of mass times squared coordinate
  refine ⟨Finset.sum_le_sum fun i _ => ?_, Finset.sum_le_sum fun i _ => ?_,
    Finset.sum_le_sum fun i _ => ?_⟩
  · nlinarith [mul_nonneg (hm i) (sq_nonneg (r i 0))]
  · nlinarith [mul_nonneg (hm i) (sq_nonneg (r i 1))]
  · nlinarith [mul_nonneg (hm i) (sq_nonneg (r i 2))]
```

The proof compares the sums term by term with `Finset.sum_le_sum`. Each `nlinarith` call is given the one fact needed, that a mass times a squared coordinate is nonnegative.

Q: Rotational constants belong to principal axes through the centre of mass. I see neither in that definition.

A: That is the step you supply. The inequality holds for any three perpendicular coordinate axes through any origin, so it holds in the principal frame at the centre of mass. Only when the positions are given in that frame are the numbers `rotConst k (moment m r j)` the molecule's rotational constants.

Q: Then show me the general sign argument, starting from the constants.

A: First go over to moments. We have $AB/C = kc/(ab)=kc^2/(abc)$ and $2A=2k\,bc/(abc)$, and likewise for the other terms. Hence

$$N=\frac{k\,P}{abc},\qquad P=2ab+2bc+2ca-a^2-b^2-c^2 .$$

```lean
/-- The Stripp-Kirkwood numerator written in terms of positive moments of inertia. -/
theorem skNumerator_moments {k a b c : ℝ} (hk : 0 < k) (ha : 0 < a) (hb : 0 < b)
    (hc : 0 < c) :
    skNumerator (rotConst k a) (rotConst k b) (rotConst k c) =
      k * (2 * a * b + 2 * b * c + 2 * c * a - a ^ 2 - b ^ 2 - c ^ 2) / (a * b * c) := by
  unfold skNumerator rotConst
  field_simp
  ring
```

Here `field_simp` clears the denominators and `ring` checks the polynomial identity. The sign of $N$ is now the sign of $P$, and

$$P=a(b+c-a)+b(c+a-b)+c(a+b-c).$$

Under the triangle inequalities every term is nonnegative. If $a<b+c$, the first term is positive and so is $P$. If $a=b+c$, the first term vanishes, the other two are $2bc$ each, and $P=4bc>0$.

Q: So planar molecules, where one inequality is an equality, are still strictly positive. And the upper bound?

A: That one needs only positive rotational constants. From the definition,

$$A+B+C-N=\frac{AB}{C}+\frac{BC}{A}+\frac{CA}{B}-A-B-C .$$

Multiply by $ABC$ and set $x=AB$, $y=BC$, $z=CA$. Then $xy=AB^2C$, $yz=ABC^2$ and $zx=A^2BC$, so the right-hand side becomes

$$x^2+y^2+z^2-xy-yz-zx=\tfrac12\left[(x-y)^2+(y-z)^2+(z-x)^2\right].$$

Dividing by $ABC$ again gives

$$A+B+C-N=\frac{(AB-BC)^2+(BC-CA)^2+(CA-AB)^2}{2ABC}\ \ge 0 .$$

Equality forces all three squares to vanish. Then $AB=BC$ gives $A=C$, and $BC=CA$ gives $A=B$. Conversely, three equal constants give $N=6A-3A=3A$, which is the sum.

```lean
/-- For positive rotational constants the Stripp-Kirkwood numerator is at most
`A + B + C`, with equality exactly when the three constants coincide. -/
theorem skNumerator_le_sum {A B C : ℝ} (hA : 0 < A) (hB : 0 < B) (hC : 0 < C) :
    skNumerator A B C ≤ A + B + C ∧
    (skNumerator A B C = A + B + C ↔ A = B ∧ B = C) := by
  -- the gap is a sum of squares over a positive denominator
  have key : A + B + C - skNumerator A B C =
      ((A * B - B * C) ^ 2 + (B * C - C * A) ^ 2 + (C * A - A * B) ^ 2) /
        (2 * (A * B * C)) := by
    unfold skNumerator
    field_simp
    ring
  refine ⟨?_, ?_, ?_⟩
  · have h : 0 ≤ A + B + C - skNumerator A B C := by
      rw [key]
      positivity
    linarith
  · intro h
    rw [h, sub_self] at key
    have hd : 2 * (A * B * C) ≠ 0 := by positivity
    have h0 := (div_eq_zero_iff.mp key.symm).resolve_right hd
    -- every square vanishes
    have h1 : (A * B - B * C) ^ 2 = 0 :=
      le_antisymm (by linarith [sq_nonneg (B * C - C * A), sq_nonneg (C * A - A * B)])
        (sq_nonneg _)
    have h2 : (B * C - C * A) ^ 2 = 0 :=
      le_antisymm (by linarith [sq_nonneg (A * B - B * C), sq_nonneg (C * A - A * B)])
        (sq_nonneg _)
    have h3 := (pow_eq_zero_iff two_ne_zero).mp h1
    have h4 := (pow_eq_zero_iff two_ne_zero).mp h2
    have hAC : A = C := mul_left_cancel₀ hB.ne' (by linarith)
    have hAB : A = B := mul_left_cancel₀ hC.ne' (by linarith)
    exact ⟨hAB, hAB.symm.trans hAC⟩
  · rintro ⟨h1, h2⟩
    rw [← h2, ← h1]
    simp only [skNumerator, mul_div_cancel_right₀ _ hA.ne']
    ring
```

The identity is `key` in the proof, and `positivity` supplies its sign. For the equality case, `h1` and `h2` extract two vanishing squares, and `mul_left_cancel₀` cancels the common positive factor in each.

Q: Now read me the main statement as Lean has it.

A: For real $k,a,b,c>0$ with $a\le b+c$, $b\le c+a$ and $c\le a+b$, let $A,B,C$ be the corresponding constants. Then three things hold: $0<N$; $N\le A+B+C$; and $N=A+B+C$ if and only if $A=B$ and $B=C$.

```lean
/-- If `k` is positive and positive moments of inertia satisfy the three triangle inequalities, the
Stripp-Kirkwood numerator is strictly positive and at most `A + B + C`, with equality exactly when
the three rotational constants coincide. -/
theorem skNumerator_bounds {k a b c : ℝ} (hk : 0 < k) (ha : 0 < a) (hb : 0 < b)
    (hc : 0 < c) (h1 : a ≤ b + c) (h2 : b ≤ c + a) (h3 : c ≤ a + b) :
    let A := rotConst k a
    let B := rotConst k b
    let C := rotConst k c
    0 < skNumerator A B C ∧ skNumerator A B C ≤ A + B + C ∧
      (skNumerator A B C = A + B + C ↔ A = B ∧ B = C) := by
  intro A B C
  refine ⟨?_, skNumerator_le_sum (div_pos hk ha) (div_pos hk hb) (div_pos hk hc)⟩
  have hpoly : 0 < 2 * a * b + 2 * b * c + 2 * c * a - a ^ 2 - b ^ 2 - c ^ 2 := by
    have hy : 0 ≤ b * (c + a - b) := mul_nonneg hb.le (by linarith)
    have hz : 0 ≤ c * (a + b - c) := mul_nonneg hc.le (by linarith)
    rcases h1.eq_or_lt with h | h
    · -- limiting case `a = b + c`: the polynomial equals `4 b c`
      rw [h]
      nlinarith [mul_pos hb hc]
    · have hx : 0 < a * (b + c - a) := mul_pos ha (by linarith)
      nlinarith
  change 0 < skNumerator (rotConst k a) (rotConst k b) (rotConst k c)
  rw [skNumerator_moments hk ha hb hc]
  exact div_pos (mul_pos hk hpoly) (by positivity)
```

The last two parts are the previous theorem. For the first, `hpoly` is the statement $P>0$. The split `h1.eq_or_lt` separates $a=b+c$ from $a<b+c$, as above, and `skNumerator_moments` carries the sign of $P$ over to $N$.

Linear molecules are excluded, since one of their moments is zero. So is everything beyond the rigid rotor, such as centrifugal distortion and vibrational averaging.

Q: For a planar molecule the bound $A+B+C$ looks loose. Can you do better?

A: Compare $N$ with $4C=4k\,ab/(abc)$ instead. Since

$$4ab-P=a^2+b^2+c^2+2ab-2bc-2ca=(a+b-c)^2,$$

we get

$$N=4C-\frac{k\,(a+b-c)^2}{abc}.$$

So $N\le 4C$, with equality exactly when $c=a+b$. The quantity $c-a-b$ is the inertial defect when $c$ is the largest moment.

```lean
/-- For positive `k` and positive moments the Stripp-Kirkwood numerator is at most `4 C`, with
equality exactly when the moment `c` is the sum of the other two. -/
theorem skNumerator_le_four {k a b c : ℝ} (hk : 0 < k) (ha : 0 < a) (hb : 0 < b)
    (hc : 0 < c) :
    skNumerator (rotConst k a) (rotConst k b) (rotConst k c) ≤ 4 * rotConst k c ∧
    (skNumerator (rotConst k a) (rotConst k b) (rotConst k c) = 4 * rotConst k c ↔
      c = a + b) := by
  -- the gap is the square of `a + b - c`, suitably scaled
  have key : 4 * rotConst k c - skNumerator (rotConst k a) (rotConst k b) (rotConst k c)
      = k / (a * b * c) * (a + b - c) ^ 2 := by
    rw [skNumerator_moments hk ha hb hc]
    unfold rotConst
    field_simp
    ring
  have hp : 0 < k / (a * b * c) := by positivity
  refine ⟨?_, ?_, ?_⟩
  · linarith [mul_nonneg hp.le (sq_nonneg (a + b - c))]
  · intro h
    rw [h, sub_self] at key
    have h0 := (mul_eq_zero.mp key.symm).resolve_left hp.ne'
    linarith [(pow_eq_zero_iff two_ne_zero).mp h0]
  · intro h
    have h0 : a + b - c = 0 := by linarith
    rw [h0] at key
    linarith
```

No triangle inequality is assumed here. This matters for constants fitted to spectra: they are vibrationally averaged, and for a planar molecule they can give $c$ slightly larger than $a+b$. The bound $N\le 4C$ applies to those constants as well.

Q: Give me numbers for an asymmetric top that is not planar.

A: Take moments $2,3,4$ and $k=12$, so $A=6$, $B=4$, $C=3$. Then

$$N=12+8+6-8-2-4.5=11.5 .$$

The sum $A+B+C$ is $13$, and the sum-of-squares formula gives the gap as $(12^2+6^2+6^2)/144=1.5$. The bound $4C$ is $12$, with gap $12\cdot 1^2/24=0.5$. Both agree with the direct evaluation.

Q: Here $4C$ is already close. How far below it can $N$ fall?

A: Not below $3C$, if $C$ is the smallest constant and the triangle inequalities hold. Dividing the last formula for $N$ by $C=k/c$ gives

$$\frac{N}{C}=4-\frac{(a+b-c)^2}{ab}.$$

When $c$ is the largest moment, $0\le a+b-c\le\min(a,b)$, so the fraction is at most $1$. Hence $3C\le N\le 4C$, with the lower value reached by a spherical top and the upper one by a planar top. The lower half of this estimate is argued only here in prose and has no Lean theorem behind it.

Q: Back to molecules. Does the positivity theorem ever meet the point masses, or do the two stand side by side?

A: They are joined. Given nonnegative masses and positive moments about all three axes, `moment_triangle` provides the three inequalities and `skNumerator_bounds` gives $N>0$.

```lean
/-- For positive `k` and nonnegative point masses with positive moments about three perpendicular
axes, the Stripp-Kirkwood numerator formed from these moments is strictly positive. -/
theorem skNumerator_pos_of_masses {ι : Type*} [Fintype ι] (m : ι → ℝ)
    (r : ι → Fin 3 → ℝ) (hm : ∀ i, 0 ≤ m i) (hI : ∀ j, 0 < moment m r j)
    {k : ℝ} (hk : 0 < k) :
    0 < skNumerator (rotConst k (moment m r 0)) (rotConst k (moment m r 1))
      (rotConst k (moment m r 2)) := by
  obtain ⟨h1, h2, h3⟩ := moment_triangle m r hm
  exact (skNumerator_bounds hk (hI 0) (hI 1) (hI 2) h1 h2 h3).1
```

The hypothesis `hI` says that the moments are positive. Physically, the masses don't all lie on one of the coordinate axes.

Q: And planar molecules?

A: Put the molecule in the plane $r_{i2}=0$. Then $I_0=\sum_i m_i r_{i1}^2$ and $I_1=\sum_i m_i r_{i0}^2$, while $I_2=\sum_i m_i(r_{i0}^2+r_{i1}^2)=I_0+I_1$. This is the perpendicular-axis theorem, and it is the equality condition for $N=4C$, with $C$ belonging to the axis normal to the plane.

```lean
/-- For point masses in a plane, with positive moments about two perpendicular axes in
that plane, the numerator is four times the rotational constant of the normal axis. -/
theorem skNumerator_planar {ι : Type*} [Fintype ι] (m : ι → ℝ) (r : ι → Fin 3 → ℝ)
    (hz : ∀ i, r i 2 = 0) (h0 : 0 < moment m r 0) (h1 : 0 < moment m r 1)
    {k : ℝ} (hk : 0 < k) :
    skNumerator (rotConst k (moment m r 0)) (rotConst k (moment m r 1))
      (rotConst k (moment m r 2)) = 4 * rotConst k (moment m r 2) := by
  -- perpendicular-axis theorem
  have h : moment m r 2 = moment m r 0 + moment m r 1 := by
    simp only [moment, Fin.sum_univ_three, ← Finset.sum_add_distrib]
    refine Finset.sum_congr rfl fun i _ => ?_
    rw [hz i]
    ring
  exact (skNumerator_le_four hk h0 h1 (by linarith)).2.mpr h
```

In the proof, `Finset.sum_congr` checks $I_2=I_0+I_1$ mass by mass after `hz` has set the third coordinate to zero. The equality part of `skNumerator_le_four` then finishes. In the rigid-rotor expansion, the first correction for a planar molecule is therefore $C/(3\,k_{\rm B}T)$.

Q: One last doubt. Would positive moments alone have been enough for the sign?

A: No. Put $c=5$ in the symmetric top we began with: $N=4-5=-1$. This shows that positivity of the three moments doesn't by itself make $N$ positive. It doesn't show that every violation of a triangle inequality is harmful, since $c=3$ violates one and still gives $N=1$.

```lean
/-- The positive numbers 1, 1, 5, which violate a triangle inequality, give a negative
Stripp-Kirkwood numerator when used as moments. -/
theorem skNumerator_neg_without_triangle :
    skNumerator (rotConst 1 1) (rotConst 1 1) (rotConst 1 5) < 0 := by
  norm_num [skNumerator, rotConst]

end

end StrippKirkwood
```

```lean
#print axioms StrippKirkwood.skNumerator_pos_of_masses
-- 'StrippKirkwood.skNumerator_pos_of_masses' depends on axioms: [propext, Classical.choice, Quot.sound]
#print axioms StrippKirkwood.skNumerator_planar
-- 'StrippKirkwood.skNumerator_planar' depends on axioms: [propext, Classical.choice, Quot.sound]
#print axioms StrippKirkwood.skNumerator_neg_without_triangle
-- 'StrippKirkwood.skNumerator_neg_without_triangle' depends on axioms: [propext, Classical.choice, Quot.sound]
```
